# The von Neumann equation in a fixed non-orthogonal basis conserves every tr((PS)^k) and the idempotency of a Hermitian P

## Density matrix, overlap and equation of motion

Let χ_i be finitely many linearly independent basis functions that do not move. Their overlap matrix S, with S_ij = ⟨χ_i|χ_j⟩, is constant and positive definite. A one-particle Hamiltonian h(t) has the matrix H_ij(t) = ⟨χ_i|h(t)|χ_j⟩, and the density matrix P(t) stands for the operator

ρ(t) = Σ_ij |χ_i⟩ P_ij(t) ⟨χ_j|.

In this convention tr(PS) is the number of electrons, and PSP = P says that ρ² = ρ, so that every occupation is 0 or 1. If a closed-shell P carries a factor of two, the statements below apply to P/2.

In Lean the basis functions are labelled by a finite type `n`, and all matrices are complex.

```lean
import Mathlib

open Matrix
open scoped ComplexOrder

namespace NonorthogonalDensityDynamics

noncomputable section

variable {n : Type*} [Fintype n] [DecidableEq n]
```

The time derivative of a matrix is taken entry by entry, with time running over all real numbers.

```lean
/-- The matrix function `A` has time derivative `A'` at time `t`, entry by entry. -/
def HasEntryDerivAt {n : Type*} (A : ℝ → Matrix n n ℂ) (A' : Matrix n n ℂ) (t : ℝ) : Prop :=
  ∀ i j, HasDerivAt (fun s => A s i j) (A' i j) t
```

With ħ = 1 and T = S⁻¹, the equation of motion is

i P' = T H P − P H T.

The definition below asks for a derivative P' that satisfies this equation at every time. It takes `T` as a separate matrix; the theorems link it to the overlap by the hypothesis `T * S = 1`. Neither Hermiticity nor continuity of the function `H` is assumed, and it may be a Fock or Kohn–Sham matrix evaluated along the solution itself. A field switched on with a jump is in general excluded, however: P' would have to jump as well, which the derivative of an everywhere differentiable function cannot do. For a non-Hermitian Hamiltonian, such as one with a complex absorbing potential, the physical equation has P Hᴴ T in place of P H T and is not covered here.

```lean
/-- The equation of motion `i P' = T H P - P H T` of a density matrix `P` in a fixed basis,
where `T` stands for the inverse overlap matrix. -/
def SolvesVonNeumann (T : Matrix n n ℂ) (H P : ℝ → Matrix n n ℂ) : Prop :=
  ∀ t, ∃ P' : Matrix n n ℂ, HasEntryDerivAt P P' t ∧
    Complex.I • P' = T * H t * P t - P t * H t * T
```

## From the equation of motion to a commutator

For a product of two matrix functions, differentiating the sum over the inner index gives

(AB)'_ij = Σ_k (A'_ik B_kj + A_ik B'_kj),

which is (AB)' = A'B + AB' with the order of the factors kept. The Lean proof merges the two sums and differentiates term by term.

```lean
omit [DecidableEq n] in
/-- The product rule for matrix functions of time, with the order of the factors kept. -/
theorem HasEntryDerivAt.mul {A B : ℝ → Matrix n n ℂ} {A' B' : Matrix n n ℂ} {t : ℝ}
    (hA : HasEntryDerivAt A A' t) (hB : HasEntryDerivAt B B' t) :
    HasEntryDerivAt (fun s => A s * B s) (A' * B t + A t * B') t := by
  intro i j
  simp only [Matrix.mul_apply, Matrix.add_apply, ← Finset.sum_add_distrib]
  exact HasDerivAt.fun_sum fun k _ => (hA i k).fun_mul (hB k j)
```

Write M = PS and K = −i T H. Since S is constant and TS = 1,

M' = P'S = −i (T H P S − P H T S) = −i (T H P S − P H).

Because ST = 1 as well, P H = P S T H, and hence

M' = K M − M K.

The two cancellations are `h1` and `h2` in the proof.

```lean
/-- If `T` is the inverse of the overlap `S`, the product `P S` obeys a commutator equation
with generator `-i T H`. -/
theorem commutator_form {S T : Matrix n n ℂ} {H P : ℝ → Matrix n n ℂ}
    (hTS : T * S = 1) (hP : SolvesVonNeumann T H P) (t : ℝ) :
    HasEntryDerivAt (fun s => P s * S)
      (((-Complex.I) • (T * H t)) * (P t * S) - (P t * S) * ((-Complex.I) • (T * H t))) t := by
  obtain ⟨P', hd, heq⟩ := hP t
  have hST : S * T = 1 := mul_eq_one_comm.mp hTS
  have hP' : P' = (-Complex.I) • (T * H t * P t - P t * H t * T) := by
    rw [← heq, smul_smul]
    simp
  have hS : HasEntryDerivAt (fun _ => S) 0 t := fun i j => hasDerivAt_const t (S i j)
  -- the overlap and its inverse cancel in the second term
  have h1 : P t * H t * T * S = P t * H t := by rw [mul_assoc, hTS, mul_one]
  have h2 : P t * S * (T * H t) = P t * H t := by
    rw [mul_assoc, ← mul_assoc S, hST, one_mul]
  have e : P' * S + P t * 0 = ((-Complex.I) • (T * H t)) * (P t * S)
      - (P t * S) * ((-Complex.I) • (T * H t)) := by
    rw [hP', mul_zero, add_zero, Matrix.smul_mul, Matrix.smul_mul, Matrix.mul_smul,
      ← smul_sub, sub_mul, h1, h2, mul_assoc (T * H t)]
  rw [← e]
  exact hd.mul hS
```

Every power of M obeys the same equation. For k = 0 both sides vanish. If it holds for k, the product rule gives

(M^(k+1))' = (K M^k − M^k K) M + M^k (K M − M K) = K M^(k+1) − M^(k+1) K,

because the two middle terms cancel. The induction in Lean is the same, with `noncomm_ring` carrying out the cancellation.

```lean
/-- If `M` obeys the commutator equation `M' = K M - M K` at time `t`, then so does each of
its powers. -/
theorem commutator_pow {M : ℝ → Matrix n n ℂ} {K : Matrix n n ℂ} {t : ℝ}
    (h : HasEntryDerivAt M (K * M t - M t * K) t) (k : ℕ) :
    HasEntryDerivAt (fun s => M s ^ k) (K * M t ^ k - M t ^ k * K) t := by
  induction k with
  | zero =>
    intro i j
    simp only [pow_zero, mul_one, one_mul, sub_self, Matrix.zero_apply]
    exact hasDerivAt_const t _
  | succ k ih =>
    have e : (K * M t ^ k - M t ^ k * K) * M t + M t ^ k * (K * M t - M t * K)
        = K * (M t ^ k * M t) - M t ^ k * M t * K := by
      generalize M t ^ k = A
      noncomm_ring
    simp only [pow_succ]
    rw [← e]
    exact ih.mul h
```

Now take the trace. By cyclicity,

d/dt tr(M^k) = tr(K M^k) − tr(M^k K) = 0,

and a function whose derivative vanishes at all times is constant. The case k = 1 is conservation of the electron number. This step needs only TS = 1 and the equation of motion; neither positivity of S nor Hermiticity of P enters.

```lean
/-- If `T` is the inverse of `S` and `P` solves the equation of motion, the trace of every
power of `P S` is constant in time. -/
theorem trace_pow_conserved {S T : Matrix n n ℂ} {H P : ℝ → Matrix n n ℂ}
    (hTS : T * S = 1) (hP : SolvesVonNeumann T H P) (k : ℕ) (s t : ℝ) :
    trace ((P s * S) ^ k) = trace ((P t * S) ^ k) := by
  have hd : ∀ u, HasDerivAt (fun s => trace ((P s * S) ^ k)) 0 u := by
    intro u
    have h := commutator_pow (M := fun s => P s * S) (commutator_form hTS hP u) k
    have htr : HasDerivAt (fun s => trace ((P s * S) ^ k))
        (trace (((-Complex.I) • (T * H u)) * (P u * S) ^ k
          - (P u * S) ^ k * ((-Complex.I) • (T * H u)))) u :=
      HasDerivAt.fun_sum fun i _ => h i i
    -- the trace of a commutator vanishes
    rwa [trace_sub, trace_mul_comm, sub_self] at htr
  exact is_const_of_deriv_eq_zero (fun u => (hd u).differentiableAt) (fun u => (hd u).deriv) s t
```

## Idempotency as a condition on traces

Positivity of S allows the constraint PSP = P to be read off from traces. Diagonalise S = U Λ Uᴴ with eigenvalues λ_i > 0, let R be the diagonal matrix of the √λ_i, and set B = R Uᴴ. Then

BᴴB = U R R Uᴴ = S.

```lean
/-- A positive definite overlap matrix factorises as `S = Bᴴ B`. -/
theorem overlap_factor {S : Matrix n n ℂ} (hS : S.PosDef) :
    ∃ B : Matrix n n ℂ, S = Bᴴ * B := by
  have h := hS.1.spectral_theorem
  rw [Unitary.conjStarAlgAut_apply] at h
  let R : Matrix n n ℂ := diagonal fun i => ((Real.sqrt (hS.1.eigenvalues i) : ℝ) : ℂ)
  have hR : diagonal (RCLike.ofReal ∘ hS.1.eigenvalues) = Rᴴ * R := by
    rw [diagonal_conjTranspose, diagonal_mul_diagonal]
    congr 1
    funext i
    have hsq : ∀ x : ℝ, 0 ≤ x →
        (x : ℂ) = star ((Real.sqrt x : ℝ) : ℂ) * ((Real.sqrt x : ℝ) : ℂ) := by
      intro x hx
      rw [Complex.star_def, Complex.conj_ofReal, ← Complex.ofReal_mul, Real.mul_self_sqrt hx]
    exact hsq (hS.1.eigenvalues i) (hS.eigenvalues_pos i).le
  refine ⟨R * star (hS.1.eigenvectorUnitary : Matrix n n ℂ), h.trans ?_⟩
  rw [hR, conjTranspose_mul, ← star_eq_conjTranspose (star _), star_star]
  simp only [mul_assoc]
```

Let D be Hermitian and put X = B D Bᴴ, which is Hermitian too. Cyclicity of the trace gives

tr(DSDS) = tr(D BᴴB D BᴴB) = tr(XᴴX) = Σ_ij |X_ij|².

If this is zero, then X = 0. With C = S⁻¹Bᴴ we have CB = 1, and so

D = (CB) D (CB)ᴴ = C X Cᴴ = 0.

```lean
/-- For positive definite `S` and Hermitian `D`, the trace of `(D S)²` vanishes only if
`D = 0`. -/
theorem eq_zero_of_trace {S D : Matrix n n ℂ} (hS : S.PosDef) (hD : D.IsHermitian)
    (h : trace (D * S * (D * S)) = 0) : D = 0 := by
  obtain ⟨B, hB⟩ := overlap_factor hS
  have hX : (B * D * Bᴴ)ᴴ = B * D * Bᴴ := by
    rw [conjTranspose_mul, conjTranspose_mul, conjTranspose_conjTranspose, hD.eq, mul_assoc]
  -- the trace is the squared Frobenius norm of `B D Bᴴ`
  have h0 : trace ((B * D * Bᴴ)ᴴ * (B * D * Bᴴ)) = 0 := by
    calc trace ((B * D * Bᴴ)ᴴ * (B * D * Bᴴ))
        = trace (B * (D * Bᴴ * B * D * Bᴴ)) := by rw [hX]; simp only [mul_assoc]
      _ = trace (D * Bᴴ * B * D * Bᴴ * B) := trace_mul_comm _ _
      _ = trace (D * S * (D * S)) := by rw [hB]; simp only [mul_assoc]
      _ = 0 := h
  have hz : B * D * Bᴴ = 0 := trace_conjTranspose_mul_self_eq_zero_iff.mp h0
  have hC : (S⁻¹ * Bᴴ) * B = 1 := by
    rw [mul_assoc, ← hB]
    exact nonsing_inv_mul S hS.det_pos.ne'.isUnit
  have hC' : Bᴴ * (S⁻¹ * Bᴴ)ᴴ = 1 := by rw [← conjTranspose_mul, hC, conjTranspose_one]
  calc D = ((S⁻¹ * Bᴴ) * B) * D * (Bᴴ * (S⁻¹ * Bᴴ)ᴴ) := by rw [hC, hC', one_mul, mul_one]
    _ = (S⁻¹ * Bᴴ) * (B * D * Bᴴ) * (S⁻¹ * Bᴴ)ᴴ := by simp only [mul_assoc]
    _ = 0 := by rw [hz, mul_zero, zero_mul]
```

Apply this to D = PSP − P, which is Hermitian when P is. Here DS = M² − M, so

tr(DSDS) = tr(M⁴) − 2 tr(M³) + tr(M²).

The right-hand side is zero exactly when PSP = P. In terms of the occupations n_i, the eigenvalues of PS, it is Σ_i n_i²(n_i − 1)², a sum of non-negative terms that vanishes only if each n_i is 0 or 1.

```lean
/-- For positive definite `S` and Hermitian `P`, the constraint `P S P = P` is equivalent to
one equation between the traces of the second, third and fourth powers of `P S`. -/
theorem idempotent_iff_trace {S P : Matrix n n ℂ} (hS : S.PosDef) (hP : P.IsHermitian) :
    P * S * P = P ↔
      trace ((P * S) ^ 4) - 2 * trace ((P * S) ^ 3) + trace ((P * S) ^ 2) = 0 := by
  have key : trace ((P * S * P - P) * S * ((P * S * P - P) * S))
      = trace ((P * S) ^ 4) - 2 * trace ((P * S) ^ 3) + trace ((P * S) ^ 2) := by
    have e : (P * S * P - P) * S * ((P * S * P - P) * S)
        = (P * S) ^ 4 - (P * S) ^ 3 - (P * S) ^ 3 + (P * S) ^ 2 := by noncomm_ring
    rw [e, trace_add, trace_sub, trace_sub]
    ring
  rw [← key]
  constructor
  · intro h
    rw [sub_eq_zero.mpr h]
    simp
  · intro h
    have hD : (P * S * P - P).IsHermitian := by
      change (P * S * P - P)ᴴ = P * S * P - P
      rw [conjTranspose_sub, conjTranspose_mul, conjTranspose_mul, hP.eq, hS.1.eq, mul_assoc]
    exact sub_eq_zero.mp (eq_zero_of_trace hS hD h)
```

## Conservation at all times

Let f(t) = tr(M⁴) − 2 tr(M³) + tr(M²), evaluated at time t. If PSP = P at t₀, then f(t₀) = 0. Each trace is constant, so f(t) = 0, and PSP = P at t, whether t is earlier or later than t₀.

The theorem assumes that `S` is positive definite, that `T` is its inverse, that `P t` is Hermitian at every time and that `P` solves the equation of motion. It concludes that all the traces are constant and that idempotency at one time gives idempotency at all times. The existence of a solution is assumed.

```lean
/-- Let `S` be positive definite with inverse `T`, and let the Hermitian `P(t)` solve
`i P' = T H P - P H T`. Then every `tr((P S)^k)` is constant, and `P S P = P` at one time
implies `P S P = P` at all times. -/
theorem density_constraints_conserved {S T : Matrix n n ℂ} {H P : ℝ → Matrix n n ℂ}
    (hS : S.PosDef) (hTS : T * S = 1) (hherm : ∀ t, (P t).IsHermitian)
    (hP : SolvesVonNeumann T H P) :
    (∀ k s t, trace ((P s * S) ^ k) = trace ((P t * S) ^ k)) ∧
      ∀ t₀, P t₀ * S * P t₀ = P t₀ → ∀ t, P t * S * P t = P t := by
  refine ⟨trace_pow_conserved hTS hP, fun t₀ h₀ t => ?_⟩
  -- idempotency is a condition on conserved traces
  rw [idempotent_iff_trace hS (hherm t), trace_pow_conserved hTS hP 4 t t₀,
    trace_pow_conserved hTS hP 3 t t₀, trace_pow_conserved hTS hP 2 t t₀]
  exact (idempotent_iff_trace hS (hherm t₀)).mp h₀
```

For time-dependent Hartree–Fock or Kohn–Sham theory in a finite basis with fixed nuclei, this means that the continuous-time equation keeps a single determinant a single determinant. If the basis functions move with the nuclei, S in general depends on time and the equation of motion in general acquires further terms, which are not treated here.

A real-time propagation code can monitor tr(PS) and the size of PSP − P. The first is a weak test by itself: an explicit Euler step adds a commutator to PS and so preserves its trace up to rounding, while it generally changes tr((PS)²). An update P → U P Uᴴ with UᴴSU = S preserves both constraints, again up to rounding.

The hypothesis on P could also be modelled differently, by requiring Hermiticity of P only at the initial time and Hermiticity of H(t) at all times. Then Pᴴ solves the same linear equation as P, with the same H(t), and so does A = P − Pᴴ. By the trace theorem tr((AS)²) is constant, and it is zero initially. Since iA is Hermitian, `eq_zero_of_trace` applied to iA gives A = 0, so P is Hermitian throughout. This variant is not formalised here.

## One electron in two overlapping orbitals

A small example satisfies all the hypotheses with a density matrix that really moves. Number the orbitals 0 and 1, as Lean does, and take

S = [[2, 1], [1, 1]], T = [[1, −1], [−1, 2]], H = [[1, 0], [0, 0]].

Orbital 0 has squared norm 2. After normalisation the overlap of the two orbitals is 1/√2, and the energy expectation value of orbital 0 is 1/2. The density matrix is P = c cᴴ with

c(t) = (1, e^(it) − 1)/√2,

so that P_00 = 1/2, P_01 = (e^(−it) − 1)/2, P_10 = (e^(it) − 1)/2 and P_11 = 1 − cos t.

```lean
/-- An oscillating density matrix for two non-orthogonal orbitals. -/
def twoOrbitalP (t : ℝ) : Matrix (Fin 2) (Fin 2) ℂ :=
  !![1 / 2, (Complex.exp (-(Complex.I * t)) - 1) / 2;
     (Complex.exp (Complex.I * t) - 1) / 2,
     (2 - Complex.exp (-(Complex.I * t)) - Complex.exp (Complex.I * t)) / 2]
```

Differentiating the entries, and separately multiplying out the matrices, gives the same result:

i P' = T H P − P H T = [[0, e^(−it)/2], [−e^(it)/2, i sin t]].

At t = 0 only P_00 = 1/2 is non-zero, and (PSP)_00 = ½ · 2 · ½ = ½, so PSP = P there. The overlap is positive definite because S = BᴴB with the invertible matrix B = [[1, 0], [1, 1]]. The Lean proof checks these facts entry by entry, using that complex conjugation exchanges e^(it) and e^(−it).

```lean
/-- With the overlap matrix `!![2, 1; 1, 1]` and the Hamiltonian `!![1, 0; 0, 0]`, the
oscillating two-orbital density matrix meets all hypotheses of the conservation theorem, and
`P S P = P` holds at time zero. -/
theorem density_constraints_witness :
    (!![2, 1; 1, 1] : Matrix (Fin 2) (Fin 2) ℂ).PosDef ∧
    (!![1, -1; -1, 2] : Matrix (Fin 2) (Fin 2) ℂ) * !![2, 1; 1, 1] = 1 ∧
    (∀ t, (twoOrbitalP t).IsHermitian) ∧
    SolvesVonNeumann !![1, -1; -1, 2] (fun _ => !![1, 0; 0, 0]) twoOrbitalP ∧
    twoOrbitalP 0 * !![2, 1; 1, 1] * twoOrbitalP 0 = twoOrbitalP 0 := by
  refine ⟨?_, ?_, fun t => ?_, fun t => ?_, ?_⟩
  · have hB : (!![2, 1; 1, 1] : Matrix (Fin 2) (Fin 2) ℂ)
        = (!![1, 0; 1, 1] : Matrix (Fin 2) (Fin 2) ℂ)ᴴ * !![1, 0; 1, 1] := by
      ext i j
      fin_cases i <;> fin_cases j <;>
        norm_num [Matrix.mul_apply, Fin.sum_univ_two, conjTranspose_apply]
    have hC : (!![1, 0; -1, 1] : Matrix (Fin 2) (Fin 2) ℂ) * !![1, 0; 1, 1] = 1 := by
      ext i j
      fin_cases i <;> fin_cases j <;> simp [Matrix.mul_apply, Fin.sum_univ_two]
    rw [hB]
    refine PosDef.conjTranspose_mul_self _ fun x y hxy => ?_
    have h := congrArg (fun v => (!![1, 0; -1, 1] : Matrix (Fin 2) (Fin 2) ℂ) *ᵥ v) hxy
    simpa only [mulVec_mulVec, hC, one_mulVec] using h
  · ext i j
    fin_cases i <;> fin_cases j <;> norm_num [Matrix.mul_apply, Fin.sum_univ_two]
  · have hz : (starRingEnd ℂ) (Complex.exp (-(Complex.I * t))) = Complex.exp (Complex.I * t) := by
      rw [← Complex.exp_conj]
      simp
    have hw : (starRingEnd ℂ) (Complex.exp (Complex.I * t)) = Complex.exp (-(Complex.I * t)) := by
      rw [← Complex.exp_conj]
      simp
    ext i j
    fin_cases i <;> fin_cases j <;>
      simp [twoOrbitalP, conjTranspose_apply, hz, hw]
    ring
  · have h0 : HasDerivAt (fun s : ℝ => (s : ℂ)) 1 t := by
      simpa using (hasDerivAt_id t).ofReal_comp
    have hw : HasDerivAt (fun s : ℝ => Complex.exp (Complex.I * s))
        (Complex.I * Complex.exp (Complex.I * t)) t :=
      (h0.const_mul Complex.I).cexp.congr_deriv (by ring)
    have hz : HasDerivAt (fun s : ℝ => Complex.exp (-(Complex.I * s)))
        (-Complex.I * Complex.exp (-(Complex.I * t))) t :=
      (h0.const_mul Complex.I).fun_neg.cexp.congr_deriv (by ring)
    refine ⟨!![0, -Complex.I * Complex.exp (-(Complex.I * t)) / 2;
      Complex.I * Complex.exp (Complex.I * t) / 2,
      (-(-Complex.I * Complex.exp (-(Complex.I * t)))
        - Complex.I * Complex.exp (Complex.I * t)) / 2], ?_, ?_⟩
    · intro i j
      fin_cases i <;> fin_cases j
      · exact hasDerivAt_const t (1 / 2 : ℂ)
      · exact (hz.sub_const 1).div_const 2
      · exact (hw.sub_const 1).div_const 2
      · exact ((hz.const_sub 2).fun_sub hw).div_const 2
    · ext i j
      fin_cases i <;> fin_cases j <;>
        simp [twoOrbitalP] <;>
        ring_nf <;> simp only [Complex.I_sq] <;> ring
  · ext i j
    fin_cases i <;> fin_cases j <;>
      norm_num [twoOrbitalP, Matrix.mul_apply, Fin.sum_univ_two]

end

end NonorthogonalDensityDynamics
```

```lean
#print axioms NonorthogonalDensityDynamics.density_constraints_conserved
-- 'NonorthogonalDensityDynamics.density_constraints_conserved' depends on axioms: [propext, Classical.choice, Quot.sound]
```
